# From its closed form, the two-loop coefficient of the electron anomaly is −0.328479 to within 10⁻⁵, hence negative

Keep only the first term of $\zeta(3)=\sum_{n\ge1}1/n^3$. The remainder then lies between $1/6$ and $1/4$, so $7/6\le\zeta(3)\le5/4$. Insert this into the coefficient of $(\alpha/\pi)^2$ in the electron anomaly,

$$C_2=\frac{197}{144}+\frac{\pi^2}{12}-\frac{\pi^2}{2}\ln2+\frac34\zeta(3).$$

The other terms add up to about $-1.2300$, which puts $C_2$ between $-0.3551$ and $-0.2925$. One term already settles the sign; twenty terms give the value to five decimals.

The physical question is whether the second-order correction raises or lowers the electron's anomaly $a=(g-2)/2$. Through two loops, with $\alpha$ the fine-structure constant,

$$a(\alpha)=\frac12\frac{\alpha}{\pi}+C_2\Big(\frac{\alpha}{\pi}\Big)^2 .$$

## The closed form of $C_2$ is an input

The closed form stands for the renormalised two-loop contribution to $a$, in units of $(\alpha/\pi)^2$, in QED with electrons and photons only. That the two-loop diagrams give this expression is the step from the Lean model to the physics, and it is taken over as the definition `twoLoopCoeff`. Without it, the numerical results would concern a number with no link to the electron.

```lean
import Mathlib

open Filter Topology

namespace ElectronAnomalyTwoLoop

noncomputable section
```

In Lean the sum starts at $n=0$, with terms $1/(n+1)^3$.

```lean
/-- The number ζ(3), the sum of 1/n³ over the positive integers. -/
def zetaThree : ℝ := ∑' n : ℕ, 1 / ((n : ℝ) + 1) ^ 3

/-- The sum of the first `N` terms of the series for ζ(3). -/
def partialZeta (N : ℕ) : ℝ := ∑ n ∈ Finset.range N, 1 / ((n : ℝ) + 1) ^ 3

/-- The Petermann-Sommerfield coefficient of (α/π)² in the electron anomaly. -/
def twoLoopCoeff : ℝ :=
  197 / 144 + Real.pi ^ 2 / 12 - Real.pi ^ 2 / 2 * Real.log 2 + 3 / 4 * zetaThree
```

The name `anomaly` means the two-loop polynomial, not the full anomaly.

```lean
/-- The electron anomaly through two loops, as a function of the
fine-structure constant `α`. -/
def anomaly (α : ℝ) : ℝ :=
  1 / 2 * (α / Real.pi) + twoLoopCoeff * (α / Real.pi) ^ 2
```

Convergence of the series is proved, from the exponent $3>1$. It allows bounds on partial sums to pass to $\zeta(3)$.

```lean
/-- The partial sums of 1/n³ converge to ζ(3). -/
theorem partialZeta_tendsto : Tendsto partialZeta atTop (𝓝 zetaThree) := by
  have h0 : Summable (fun n : ℕ => 1 / (n : ℝ) ^ 3) :=
    Real.summable_one_div_nat_pow.2 (by norm_num)
  have h1 := (summable_nat_add_iff 1).2 h0
  have h : Summable (fun n : ℕ => 1 / ((n : ℝ) + 1) ^ 3) := by
    simpa only [Nat.cast_add, Nat.cast_one] using h1
  exact h.hasSum.tendsto_sum_nat

private lemma partialZeta_succ (k : ℕ) :
    partialZeta (k + 1) = partialZeta k + 1 / ((k : ℝ) + 1) ^ 3 :=
  Finset.sum_range_succ _ _
```

## At least one term for the upper bound

Write $S_N$ for the sum of the first $N$ terms. The bracket is

$$S_N+\frac1{2(N^2+N+1)}\le\zeta(3)\le S_N+\frac1{2N(N+1)},$$

where the right-hand inequality needs $N\ge1$. To derive it, put $y=x+1$. For $x>0$,

$$\frac1{2x(x+1)}-\frac1{2(x+1)(x+2)}=\frac1{y^3-y}\ge\frac1{y^3}.$$

For $x\ge0$,

$$\frac1{2(x^2+x+1)}-\frac1{2(y^2+y+1)}=\frac{y}{y^4+y^2+1}\le\frac1{y^3}.$$

Set $x=N,N+1,\dots$ and add: the left-hand sides telescope, and the right-hand sides sum to the remainder $\zeta(3)-S_N$.

The two step lemmas state these inequalities, each by computing the difference of its two sides as a positive fraction.

```lean
private lemma upper_step (x : ℝ) (hx : 0 < x) :
    1 / (x + 1) ^ 3 + 1 / (2 * (x + 1) * (x + 1 + 1)) ≤ 1 / (2 * x * (x + 1)) := by
  have h : 1 / (2 * x * (x + 1)) - (1 / (x + 1) ^ 3 + 1 / (2 * (x + 1) * (x + 1 + 1)))
      = 1 / (x * (x + 1) ^ 3 * (x + 1 + 1)) := by
    have h1 : x + 1 ≠ 0 := by positivity
    have h2 : x + 1 + 1 ≠ 0 := by positivity
    field_simp
    ring
  have hp : 0 ≤ 1 / (x * (x + 1) ^ 3 * (x + 1 + 1)) := by positivity
  linarith

private lemma lower_step (x : ℝ) (hx : 0 ≤ x) :
    1 / (2 * (x ^ 2 + x + 1)) ≤
      1 / (x + 1) ^ 3 + 1 / (2 * ((x + 1) ^ 2 + (x + 1) + 1)) := by
  have h : 1 / (x + 1) ^ 3 + 1 / (2 * ((x + 1) ^ 2 + (x + 1) + 1))
      - 1 / (2 * (x ^ 2 + x + 1))
      = ((x + 1) ^ 2 + 1) /
        ((x + 1) ^ 3 * (x ^ 2 + x + 1) * ((x + 1) ^ 2 + (x + 1) + 1)) := by
    have h1 : x + 1 ≠ 0 := by positivity
    have h2 : x ^ 2 + x + 1 ≠ 0 := by positivity
    have h3 : (x + 1) ^ 2 + (x + 1) + 1 ≠ 0 := by positivity
    field_simp
    ring
  have hp : 0 ≤ ((x + 1) ^ 2 + 1) /
      ((x + 1) ^ 3 * (x ^ 2 + x + 1) * ((x + 1) ^ 2 + (x + 1) + 1)) := by positivity
  linarith
```

The telescoping becomes an induction on $k\ge N$: the partial sum plus its upper estimate never increases with $k$. Dropping the positive estimate and taking the limit gives the upper bound. The hypothesis `hN` supplies $k>0$ for `upper_step`. At $N=0$ the estimate divides by zero, which Lean evaluates as $0$, and the claim would read $\zeta(3)\le0$.

```lean
/-- After `N ≥ 1` terms, the remainder of the series for ζ(3) is at most 1/(2N(N+1)). -/
theorem zetaThree_le (N : ℕ) (hN : 1 ≤ N) :
    zetaThree ≤ partialZeta N + 1 / (2 * (N : ℝ) * ((N : ℝ) + 1)) := by
  -- partial sum plus remainder estimate decreases with the number of terms
  have up : ∀ k : ℕ, N ≤ k → partialZeta k + 1 / (2 * (k : ℝ) * ((k : ℝ) + 1)) ≤
      partialZeta N + 1 / (2 * (N : ℝ) * ((N : ℝ) + 1)) := by
    intro k hk
    induction k, hk using Nat.le_induction with
    | base => exact le_rfl
    | succ k hk ih =>
      have s := upper_step (k : ℝ) (by exact_mod_cast (by omega : 0 < k))
      rw [partialZeta_succ]
      push_cast
      linarith
  refine le_of_tendsto partialZeta_tendsto (eventually_atTop.2 ⟨N, fun k hk => ?_⟩)
  have h := up k hk
  have hp : 0 ≤ 1 / (2 * (k : ℝ) * ((k : ℝ) + 1)) := by positivity
  linarith
```

The lower bound holds from $N=0$, where it says $\zeta(3)\ge1/2$. Here the estimate is replaced by the larger $1/(k+1)$, which tends to zero.

```lean
/-- After `N` terms, the remainder of the series for ζ(3) is at least 1/(2(N²+N+1)). -/
theorem le_zetaThree (N : ℕ) :
    partialZeta N + 1 / (2 * ((N : ℝ) ^ 2 + (N : ℝ) + 1)) ≤ zetaThree := by
  -- partial sum plus remainder estimate increases with the number of terms
  have low : ∀ k : ℕ, N ≤ k → partialZeta N + 1 / (2 * ((N : ℝ) ^ 2 + (N : ℝ) + 1)) ≤
      partialZeta k + 1 / (2 * ((k : ℝ) ^ 2 + (k : ℝ) + 1)) := by
    intro k hk
    induction k, hk using Nat.le_induction with
    | base => exact le_rfl
    | succ k hk ih =>
      have s := lower_step (k : ℝ) (Nat.cast_nonneg k)
      rw [partialZeta_succ]
      push_cast
      linarith
  have lim : Tendsto (fun k : ℕ => partialZeta k + 1 / ((k : ℝ) + 1)) atTop
      (𝓝 (zetaThree + 0)) :=
    partialZeta_tendsto.add tendsto_one_div_add_atTop_nhds_zero_nat
  rw [add_zero] at lim
  refine ge_of_tendsto lim (eventually_atTop.2 ⟨N, fun k hk => ?_⟩)
  have h := low k hk
  have hc : 1 / (2 * ((k : ℝ) ^ 2 + (k : ℝ) + 1)) ≤ 1 / ((k : ℝ) + 1) := by
    apply one_div_le_one_div_of_le
    · positivity
    · nlinarith [sq_nonneg (k : ℝ), (Nat.cast_nonneg k : (0 : ℝ) ≤ k)]
  linarith
```

At $N=20$ the two estimates are $1/842$ and $1/840$, less than $3\times10^{-6}$ apart.

```lean
/-- Numerically, ζ(3) lies between 1.202055 and 1.202059. -/
theorem zetaThree_bounds : 1.202055 < zetaThree ∧ zetaThree < 1.202059 := by
  have hl := le_zetaThree 20
  have hu := zetaThree_le 20 (by norm_num)
  norm_num [partialZeta, Finset.sum_range_succ] at hl hu
  constructor
  · norm_num
    linarith
  · norm_num
    linarith
```

For $C_2$, combine the terms in $\pi^2$:

$$C_2=\frac{197}{144}-\pi^2\Big(\frac{\ln2}{2}-\frac1{12}\Big)+\frac34\zeta(3).$$

Decimal bounds on $\pi$ and $\ln2$ put the product between $2.598075$ and $2.598078$. With the bounds on $\zeta(3)$, this gives $-0.328482<C_2<-0.328475$. The proof multiplies the same bounds with `mul_lt_mul''`.

```lean
/-- The two-loop coefficient of the electron anomaly equals -0.328479
to within 0.00001. -/
theorem twoLoopCoeff_value : |twoLoopCoeff - (-0.328479)| < 0.00001 := by
  obtain ⟨hz1, hz2⟩ := zetaThree_bounds
  have hp1 : 9.8696 < Real.pi ^ 2 := by nlinarith [Real.pi_gt_d6]
  have hp2 : Real.pi ^ 2 < 9.869607 := by
    nlinarith [Real.pi_lt_d6, Real.pi_pos]
  have hq1 : 0.26324025 < Real.log 2 / 2 - 1 / 12 := by
    linarith [Real.log_two_gt_d9]
  have hq2 : Real.log 2 / 2 - 1 / 12 < 0.26324026 := by
    linarith [Real.log_two_lt_d9]
  -- the two terms with π² are combined before they are estimated
  have h1 := mul_lt_mul'' hp1 hq1 (by norm_num) (by norm_num)
  have h2 := mul_lt_mul'' hp2 hq2 (by positivity) (by linarith)
  have e : twoLoopCoeff = 197 / 144 - Real.pi ^ 2 * (Real.log 2 / 2 - 1 / 12)
      + 3 / 4 * zetaThree := by
    unfold twoLoopCoeff
    ring
  rw [abs_lt, e]
  constructor <;> linarith
```

The coarser bound around $-0.3285$ and the sign follow.

```lean
/-- The two-loop coefficient differs from -0.3285 by less than 0.001, and it is negative. -/
theorem twoLoopCoeff_negative :
    |twoLoopCoeff - (-0.3285)| < 0.001 ∧ twoLoopCoeff < 0 := by
  obtain ⟨h1, h2⟩ := abs_lt.1 twoLoopCoeff_value
  refine ⟨abs_lt.2 ⟨?_, ?_⟩, ?_⟩ <;> linarith
```

## A nonzero coupling

The Schwinger value $\alpha/(2\pi)$ is the one-loop anomaly. Subtracting it leaves $C_2(\alpha/\pi)^2$, which is negative when $\alpha\ne0$. The proof uses `hα` to make the square strictly positive. At $\alpha=0$ both sides vanish and the strict inequality fails. Negative $\alpha$ is allowed, though the physical coupling is positive.

```lean
/-- For every nonzero coupling, the anomaly through two loops is smaller than
the one-loop Schwinger value α/(2π). -/
theorem anomaly_lt_schwinger (α : ℝ) (hα : α ≠ 0) :
    anomaly α < α / (2 * Real.pi) := by
  have hx : 0 < (α / Real.pi) ^ 2 := by
    have : α / Real.pi ≠ 0 := div_ne_zero hα Real.pi_ne_zero
    positivity
  have h := mul_neg_of_neg_of_pos twoLoopCoeff_negative.2 hx
  have e : α / (2 * Real.pi) = 1 / 2 * (α / Real.pi) := by
    field_simp
  rw [e]
  unfold anomaly
  linarith
```

## The coupling set to 1/137.036

This rounded value of $\alpha$ is an empirical input. It gives $0.00232281<\alpha/\pi<0.00232283$, so the one-loop term is about $0.00116141$ and the two-loop term about $-1.77\times10^{-6}$. The proof bounds $\alpha/\pi$, then its square, then the correction. With $1/137$ instead, the result would shift by about $3\times10^{-7}$, thirty times the stated tolerance.

```lean
/-- At α = 1/137.036 the anomaly through two loops is 0.00115964 to within 10⁻⁸. -/
theorem anomaly_value : |anomaly (1 / 137.036) - 0.00115964| < 0.00000001 := by
  obtain ⟨hc1, hc2⟩ := abs_lt.1 twoLoopCoeff_value
  have hx1 : 0.00232281 < 1 / 137.036 / Real.pi := by
    rw [lt_div_iff₀ Real.pi_pos]
    linarith [Real.pi_lt_d6]
  have hx2 : 1 / 137.036 / Real.pi < 0.00232283 := by
    rw [div_lt_iff₀ Real.pi_pos]
    linarith [Real.pi_gt_d6]
  unfold anomaly
  generalize 1 / 137.036 / Real.pi = x at hx1 hx2 ⊢
  have hs1 : 0.0000053954 < x ^ 2 := by nlinarith
  have hs2 : x ^ 2 < 0.0000053956 := by nlinarith
  have hd1 : 0.32846 < -twoLoopCoeff := by linarith
  have hd2 : -twoLoopCoeff < 0.32849 := by linarith
  -- size of the two-loop correction
  have h1 := mul_lt_mul'' hd1 hs1 (by norm_num) (by norm_num)
  have h2 := mul_lt_mul'' hd2 hs2 (by linarith) (by positivity)
  rw [abs_lt]
  constructor <;> linarith

end

end ElectronAnomalyTwoLoop
```

The result bears on the electron's $g=2(1+a)$ in a magnetic field, with the series cut after two loops. The tolerance of $10^{-8}$ refers to that truncated series: $(\alpha/\pi)^3$ is itself about $1.25\times10^{-8}$ and its coefficient is of order one, so a comparison with experiment at this level needs the next order.

```lean
#print axioms ElectronAnomalyTwoLoop.twoLoopCoeff_negative
#print axioms ElectronAnomalyTwoLoop.anomaly_lt_schwinger
#print axioms ElectronAnomalyTwoLoop.anomaly_value
```

```
'ElectronAnomalyTwoLoop.twoLoopCoeff_negative' depends on axioms: [propext, Classical.choice, Quot.sound]
'ElectronAnomalyTwoLoop.anomaly_lt_schwinger' depends on axioms: [propext, Classical.choice, Quot.sound]
'ElectronAnomalyTwoLoop.anomaly_value' depends on axioms: [propext, Classical.choice, Quot.sound]
```
